# In a two-level core model with splitting \(D\) and 2:1 dipole weights, repulsive exchange of strength \(K\) makes the edges equally intense exactly at \(K=D/3\)

Take two core excitations at energies \(0\) and \(3\), counted from the lower one, with dipole amplitudes \(w=(\sqrt{2/3},\sqrt{1/3})\). Without coupling, the edges have intensities \(2/3\) and \(1/3\). Now add an exchange term of strength \(2\) along \(w\):

\[
H=\begin{pmatrix}0&0\\0&3\end{pmatrix}+2ww^{T}
=\begin{pmatrix}4/3&2\sqrt2/3\\2\sqrt2/3&11/3\end{pmatrix}.
\]

The eigenvalues are \(1\) and \(4\), and the lower eigenvector is \(v=(2\sqrt2/3,-1/3)\). Its dipole amplitude is \(4/(3\sqrt3)-1/(3\sqrt3)=1/\sqrt3\), so the lower edge keeps only \(1/3\) of the total intensity. Exchange costs the energy \(2(w\cdot v)^2\), and the lower state reduces this cost by mixing in the second level with opposite sign.

## Two levels and one exchange channel

In general \(H=\mathrm{diag}(0,D)+Kww^T\). Here \(D\) is the core spin-orbit splitting, and \(K\) stands for the exchange interaction between core hole and excited electron, postulated to act only along the dipole vector. For a p core level, index 0 is the \(p_{3/2}\) edge and index 1 the \(p_{1/2}\) edge.

In Lean 4 with Mathlib:

```lean
import Mathlib

open Matrix

namespace CoreLevelBranching

noncomputable section

/-- Two core levels at energies `0` and `D`, coupled by an exchange term of strength `K`
along the dipole vector `w`. -/
def coreHamiltonian (D K : ℝ) (w : Fin 2 → ℝ) : Matrix (Fin 2) (Fin 2) ℝ :=
  Matrix.diagonal ![0, D] + K • Matrix.vecMulVec w w

/-- A normalised eigenvector whose eigenvalue is the lowest one of `H`. -/
def IsLowerEigenvector (H : Matrix (Fin 2) (Fin 2) ℝ) (v : Fin 2 → ℝ) : Prop :=
  v ⬝ᵥ v = 1 ∧ ∃ E : ℝ, H *ᵥ v = E • v ∧
    ∀ (E' : ℝ) (u : Fin 2 → ℝ), u ≠ 0 → H *ᵥ u = E' • u → E ≤ E'

/-- The intensity of the edge with final state `v`: the squared dipole overlap. -/
def edgeIntensity (w v : Fin 2 → ℝ) : ℝ := (w ⬝ᵥ v) ^ 2

/-- The dipole amplitude on the vector `(-v₁, v₀)` orthogonal to `v`. -/
def partnerAmplitude (w v : Fin 2 → ℝ) : ℝ := w 1 * v 0 - w 0 * v 1

/-- For a unit vector `v`, the mean energy of `(-v₁, v₀)` minus the mean energy of `v` under the
core Hamiltonian. -/
def splitting (D K : ℝ) (w v : Fin 2 → ℝ) : ℝ :=
  D * (v 0 ^ 2 - v 1 ^ 2) + K * (partnerAmplitude w v ^ 2 - (w ⬝ᵥ v) ^ 2)

/-- The dipole vector with statistical weights `2/3` and `1/3`. -/
def statisticalDipole : Fin 2 → ℝ := ![√(2 / 3), √(1 / 3)]
```

`IsLowerEigenvector` requires \(v\cdot v=1\) and an eigenvalue no larger than any other. `edgeIntensity` is \(I=s^2\) with \(s=w\cdot v\). `partnerAmplitude` is \(t=w_1v_0-w_0v_1\), the amplitude on the orthogonal vector \((-v_1,v_0)\), and `splitting` is the energy difference \(g\) between the two vectors. Everything is real, with a single polarisation; multiplets, line widths and photon-energy prefactors are absent.

## The final state is normalised and lowest

Physically, this hypothesis selects the first edge. By hand, the eigenvalue equation with energy \(E\) reads

\[
Ksw_0=Ev_0,\qquad Dv_1+Ksw_1=Ev_1 .
\]

Multiplying the second equation by \(v_0\), the first by \(v_1\), and subtracting gives

\[
Dv_0v_1+Kst=0. \tag{1}
\]

So \(H\) does not connect \(v\) to \((-v_1,v_0)\), which is therefore the other eigenvector, with energy \(Dv_0^2+Kt^2\). Since \(E=Dv_1^2+Ks^2\) is lowest,

\[
g=D(v_0^2-v_1^2)+K(t^2-s^2)\ge 0 .
\]

```lean
/-- The scalar product of two-level vectors in components. -/
theorem dot_two (x y : Fin 2 → ℝ) : x ⬝ᵥ y = x 0 * y 0 + x 1 * y 1 := by
  simp [dotProduct, Fin.sum_univ_two]

/-- The eigenvalue equation of the core Hamiltonian in components. -/
theorem eigen_iff (D K E : ℝ) (w x : Fin 2 → ℝ) :
    coreHamiltonian D K w *ᵥ x = E • x ↔
      K * (w ⬝ᵥ x) * w 0 = E * x 0 ∧ D * x 1 + K * (w ⬝ᵥ x) * w 1 = E * x 1 := by
  have h0 : (coreHamiltonian D K w *ᵥ x) 0 = K * (w ⬝ᵥ x) * w 0 := by
    simp [coreHamiltonian, Matrix.mulVec, dotProduct, Fin.sum_univ_two,
      Matrix.vecMulVec_apply, Matrix.diagonal_apply]
    ring
  have h1 : (coreHamiltonian D K w *ᵥ x) 1 = D * x 1 + K * (w ⬝ᵥ x) * w 1 := by
    simp [coreHamiltonian, Matrix.mulVec, dotProduct, Fin.sum_univ_two,
      Matrix.vecMulVec_apply, Matrix.diagonal_apply]
    ring
  constructor
  · intro h
    exact ⟨h0.symm.trans (congrFun h 0), h1.symm.trans (congrFun h 1)⟩
  · rintro ⟨a, b⟩
    ext i
    fin_cases i
    · exact h0.trans a
    · exact h1.trans b

/-- For a lower eigenvector, the Hamiltonian has no matrix element to the orthogonal state,
and the splitting is non-negative. -/
theorem lower_relations {D K : ℝ} {w v : Fin 2 → ℝ}
    (h : IsLowerEigenvector (coreHamiltonian D K w) v) :
    D * v 0 * v 1 + K * (w ⬝ᵥ v) * partnerAmplitude w v = 0 ∧ 0 ≤ splitting D K w v := by
  obtain ⟨N, E, hE, hmin⟩ := h
  obtain ⟨e0, e1⟩ := (eigen_iff D K E w v).1 hE
  rw [dot_two] at N e0 e1
  have off : D * v 0 * v 1 + K * (w ⬝ᵥ v) * partnerAmplitude w v = 0 := by
    rw [dot_two, partnerAmplitude]
    linear_combination v 0 * e1 - v 1 * e0
  refine ⟨off, ?_⟩
  have hu : (![-v 1, v 0] : Fin 2 → ℝ) ≠ 0 := by
    intro hz
    have h0 : -v 1 = 0 := congrFun hz 0
    have h1 : v 0 = 0 := congrFun hz 1
    have h2 : v 1 = 0 := by linarith
    rw [h1, h2] at N
    norm_num at N
  rw [dot_two, partnerAmplitude] at off
  -- the orthogonal vector is the other eigenvector
  have key := hmin (D * v 0 ^ 2 + K * partnerAmplitude w v ^ 2) ![-v 1, v 0] hu (by
    rw [eigen_iff]
    simp only [dot_two, partnerAmplitude, Matrix.cons_val_zero, Matrix.cons_val_one]
    constructor
    · linear_combination v 0 * off - K * (w 1 * v 0 - w 0 * v 1) * w 0 * N
    · linear_combination v 1 * off - K * (w 1 * v 0 - w 0 * v 1) * w 1 * N - D * v 0 * N)
  have hEv : E = D * v 1 ^ 2 + K * (w ⬝ᵥ v) ^ 2 := by
    rw [dot_two]
    linear_combination -E * N - v 0 * e0 - v 1 * e1
  unfold splitting
  linarith
```

`eigen_iff` supplies the two component equations. In `lower_relations`, `off` is (1), and `hmin` is applied to the orthogonal vector to obtain \(g\ge0\). The tactic `linear_combination` checks each identity from the stated multiples of known equations.

Without "lowest", the bound \(I<w_0^2\) proved below fails: in the opening example the upper eigenvector \((1/3,2\sqrt2/3)\) has intensity \(2/3\), which is not below \(w_0^2=2/3\).

## The dipole vector has unit length

This fixes the total intensity at one. Together with \(v\cdot v=1\) it gives \(s^2+t^2=1\), hence \(s^2-t^2=2I-1\). Expanding \(w=sv+t(-v_1,v_0)\) in components gives

\[
c:=w_0^2-w_1^2=(v_0^2-v_1^2)(s^2-t^2)-4st\,v_0v_1 .
\]

Add \(4(Dv_0v_1+Kst)^2=0\) to \(g^2\), and use \((v_0^2-v_1^2)^2+4v_0^2v_1^2=1\) and \((s^2-t^2)^2+4s^2t^2=1\). The result is

\[
g^2=D^2-2DKc+K^2 .
\]

Multiplying \(g\) by \(s^2-t^2\) gives, in the same way,

\[
g(2I-1)=Dc-K+4st(Dv_0v_1+Kst)=Dc-K .
\]

```lean
/-- For a lower eigenvector with intensity `I` and a unit dipole vector: the squared splitting, and
the splitting times `2 I - 1`, in terms of `D`, `K` and the dipole weights. -/
theorem splitting_relations {D K : ℝ} {w v : Fin 2 → ℝ} (hw : w ⬝ᵥ w = 1)
    (h : IsLowerEigenvector (coreHamiltonian D K w) v) :
    splitting D K w v ^ 2 = D ^ 2 - 2 * D * K * (w 0 ^ 2 - w 1 ^ 2) + K ^ 2 ∧
    splitting D K w v * (2 * edgeIntensity w v - 1) = D * (w 0 ^ 2 - w 1 ^ 2) - K := by
  have off := (lower_relations h).1
  have N := h.1
  rw [dot_two] at N hw
  have S : (w ⬝ᵥ v) ^ 2 + partnerAmplitude w v ^ 2 = 1 := by
    rw [dot_two, partnerAmplitude]
    linear_combination (w 0 ^ 2 + w 1 ^ 2) * N + hw
  have C : w 0 ^ 2 - w 1 ^ 2 =
      (v 0 ^ 2 - v 1 ^ 2) * ((w ⬝ᵥ v) ^ 2 - partnerAmplitude w v ^ 2)
        - 4 * (w ⬝ᵥ v) * partnerAmplitude w v * v 0 * v 1 := by
    rw [dot_two, partnerAmplitude]
    linear_combination -(w 0 ^ 2 - w 1 ^ 2) * (v 0 ^ 2 + v 1 ^ 2 + 1) * N
  unfold splitting edgeIntensity
  generalize w ⬝ᵥ v = s at *
  generalize partnerAmplitude w v = t at *
  constructor
  · linear_combination D ^ 2 * (v 0 ^ 2 + v 1 ^ 2 + 1) * N + K ^ 2 * (s ^ 2 + t ^ 2 + 1) * S
      - 4 * (D * v 0 * v 1 + K * s * t) * off + 2 * D * K * C
  · linear_combination (D * (v 0 ^ 2 - v 1 ^ 2) + K * (t ^ 2 - s ^ 2)) * S - D * C
      - K * (s ^ 2 + t ^ 2 + 1) * S + 4 * s * t * off
```

In the code, `S` is \(s^2+t^2=1\) and `C` is the expansion of \(c\). After `generalize` has replaced the two amplitudes by plain variables, the last two `linear_combination` calls are the two calculations above.

Without unit length, the equal-intensity condition fails. For \(w=(\sqrt2,1)\) and \(D=K=1\) we have \(K=Dc\), but \(v=(1,-1)/\sqrt2\) has intensity \((\sqrt2-1)^2/2\approx0.086\) instead of \(1/2\).

## Both transitions are allowed and the levels are split

The conditions \(w_0\ne0\), \(w_1\ne0\) and \(D\ne0\) exclude a degeneracy, because

\[
g^2=(K-Dc)^2+4D^2w_0^2w_1^2>0 .
\]

Dividing by \(g\) then gives the intensity at any real \(K\):

\[
I=\frac12\left(1+\frac{Dc-K}{\sqrt{D^2-2DKc+K^2}}\right).
\]

```lean
/-- For a lower eigenvector and a unit dipole vector, the splitting is positive when `D` and both
dipole components are non-zero. -/
theorem splitting_pos {D K : ℝ} {w v : Fin 2 → ℝ} (hD : D ≠ 0) (hw : w ⬝ᵥ w = 1)
    (h0 : w 0 ≠ 0) (h1 : w 1 ≠ 0)
    (h : IsLowerEigenvector (coreHamiltonian D K w) v) : 0 < splitting D K w v := by
  have hsq := (splitting_relations hw h).1
  rw [dot_two] at hw
  have e : splitting D K w v ^ 2 =
      (K - D * (w 0 ^ 2 - w 1 ^ 2)) ^ 2 + 4 * D ^ 2 * w 0 ^ 2 * w 1 ^ 2 := by
    linear_combination hsq - D ^ 2 * (w 0 ^ 2 + w 1 ^ 2 + 1) * hw
  have hp : 0 < splitting D K w v ^ 2 := by
    rw [e]
    positivity
  exact lt_of_le_of_ne (lower_relations h).2 (fun hz => by simp [← hz] at hp)

/-- Closed formula for the lower-edge intensity at any real `K`, for a unit dipole vector, when `D`
and both dipole components are non-zero. -/
theorem intensity_formula {D K : ℝ} {w v : Fin 2 → ℝ} (hD : D ≠ 0) (hw : w ⬝ᵥ w = 1)
    (h0 : w 0 ≠ 0) (h1 : w 1 ≠ 0)
    (h : IsLowerEigenvector (coreHamiltonian D K w) v) :
    edgeIntensity w v = (1 + (D * (w 0 ^ 2 - w 1 ^ 2) - K) /
      √(D ^ 2 - 2 * D * K * (w 0 ^ 2 - w 1 ^ 2) + K ^ 2)) / 2 := by
  have hg := splitting_pos hD hw h0 h1 h
  obtain ⟨hsq, hm⟩ := splitting_relations hw h
  rw [← hsq, Real.sqrt_sq hg.le, ← hm, mul_div_cancel_left₀ _ hg.ne']
  ring
```

`splitting_pos` combines this sum of squares with \(g\ge0\), and `intensity_formula` replaces the root by \(g\) and cancels it.

With \(w=(1,0)\) and \(K=D>0\), \(H\) is a multiple of the identity. Every unit vector is then a lower eigenvector, and the intensity can be anything from 0 to 1.

## Splitting and exchange are both positive

\(D>0\) makes level 0 the lower one before coupling; \(K>0\) makes exchange raise the bright combination. Inserting \(w_0=sv_0-tv_1\) and using (1) gives

\[
K(w_0^2-I)=K(t^2-s^2)v_1^2+2Dv_0^2v_1^2=(D+g)v_1^2 .
\]

If \(v_1\) were zero, (1) would reduce to \(Kw_0w_1=0\), which is excluded. The right side is therefore positive and \(I<w_0^2\). Since \(g>0\), the relation \(g(2I-1)=Dc-K\) also shows that \(I=1/2\) exactly when \(K=Dc\).

```lean
/-- For positive `D` and `K` and a unit dipole vector with non-zero components, the lower-edge
intensity is strictly below `w₀²`, and it is one half exactly when `K = D (w₀² - w₁²)`. -/
theorem exchange_branching {D K : ℝ} {w v : Fin 2 → ℝ} (hD : 0 < D) (hK : 0 < K)
    (hw : w ⬝ᵥ w = 1) (h0 : w 0 ≠ 0) (h1 : w 1 ≠ 0)
    (h : IsLowerEigenvector (coreHamiltonian D K w) v) :
    edgeIntensity w v < w 0 ^ 2 ∧
      (edgeIntensity w v = 1 / 2 ↔ K = D * (w 0 ^ 2 - w 1 ^ 2)) := by
  have hg := splitting_pos hD.ne' hw h0 h1 h
  have hm := (splitting_relations hw h).2
  have off := (lower_relations h).1
  have N := h.1
  rw [dot_two] at N
  constructor
  · have hy : v 1 ≠ 0 := by
      intro hy
      rw [dot_two, partnerAmplitude, hy] at off
      rw [hy] at N
      have : K * w 0 * w 1 = 0 := by linear_combination off - K * w 0 * w 1 * N
      exact mul_ne_zero (mul_ne_zero hK.ne' h0) h1 this
    have ha : w 0 = (w ⬝ᵥ v) * v 0 - partnerAmplitude w v * v 1 := by
      rw [dot_two, partnerAmplitude]
      linear_combination -w 0 * N
    -- compare the exchange energy of `v` with that of the unmixed lower level
    have e : K * (w 0 ^ 2 - edgeIntensity w v) = (D + splitting D K w v) * v 1 ^ 2 := by
      unfold edgeIntensity splitting
      linear_combination K * (w 0 + ((w ⬝ᵥ v) * v 0 - partnerAmplitude w v * v 1)) * ha
        + K * (w ⬝ᵥ v) ^ 2 * N - 2 * v 0 * v 1 * off + D * v 1 ^ 2 * N
    have hp : 0 < K * (w 0 ^ 2 - edgeIntensity w v) := by
      rw [e]
      positivity
    linarith [pos_of_mul_pos_right hp hK.le]
  · constructor
    · intro hI
      rw [hI] at hm
      linarith
    · intro hKD
      have hz : splitting D K w v * (2 * edgeIntensity w v - 1) = 0 := by linarith
      rcases mul_eq_zero.1 hz with hz | hz
      · exact absurd hz hg.ne'
      · linarith
```

Here `hy` is \(v_1\ne0\) and `e` is the displayed identity; `positivity` uses \(D>0\), and the final division uses \(K>0\).

At \(K=0\) the strict bound fails, because \(I=w_0^2\). With \(D=-3\), \(K=2\) and \(w=(\sqrt{1/3},\sqrt{2/3})\), the opening example returns with its levels exchanged and all energies lowered by 3, and \(I=1/3=w_0^2\).

## The second edge is an orthonormal final state

To speak of a ratio, one needs the other edge, a unit vector \(u\) with \(v\cdot u=0\). In two dimensions \(u=\pm(-v_1,v_0)\), so its intensity is \(t^2=1-I\). The edges are therefore equal exactly when \(I=1/2\). For the statistical weights \(c=1/3\), which means \(K=D/3\).

```lean
/-- The intensities of two orthonormal final states add up to one. -/
theorem intensity_sum {w v u : Fin 2 → ℝ} (hw : w ⬝ᵥ w = 1) (hv : v ⬝ᵥ v = 1)
    (hu : u ⬝ᵥ u = 1) (hvu : v ⬝ᵥ u = 0) : edgeIntensity w v + edgeIntensity w u = 1 := by
  unfold edgeIntensity
  rw [dot_two] at *
  rw [dot_two w u]
  have hk : (v 0 * u 1 - v 1 * u 0) ^ 2 = 1 := by
    linear_combination (u 0 ^ 2 + u 1 ^ 2) * hv + hu - (v 0 * u 0 + v 1 * u 1) * hvu
  have ht : w 0 * u 0 + w 1 * u 1 =
      (v 0 * u 1 - v 1 * u 0) * (w 1 * v 0 - w 0 * v 1) := by
    linear_combination w 0 * (-u 0 * hv + v 0 * hvu) + w 1 * (-u 1 * hv + v 1 * hvu)
  rw [ht]
  linear_combination (w 1 * v 0 - w 0 * v 1) ^ 2 * hk + (w 0 ^ 2 + w 1 ^ 2) * hv + hw

/-- With statistical dipole weights, the lower-edge intensity is below `2/3`; it is one half
exactly when `K = D/3`, which is also exactly when both edges are equally intense. -/
theorem statistical_edge_ratio {D K : ℝ} {v u : Fin 2 → ℝ} (hD : 0 < D) (hK : 0 < K)
    (h : IsLowerEigenvector (coreHamiltonian D K statisticalDipole) v)
    (hu : u ⬝ᵥ u = 1) (hvu : v ⬝ᵥ u = 0) :
    edgeIntensity statisticalDipole v < 2 / 3 ∧
      (edgeIntensity statisticalDipole v = 1 / 2 ↔ K = D / 3) ∧
      (edgeIntensity statisticalDipole v = edgeIntensity statisticalDipole u ↔ K = D / 3) := by
  have a : statisticalDipole 0 ^ 2 = 2 / 3 := Real.sq_sqrt (by norm_num)
  have b : statisticalDipole 1 ^ 2 = 1 / 3 := Real.sq_sqrt (by norm_num)
  have hw : statisticalDipole ⬝ᵥ statisticalDipole = 1 := by
    rw [dot_two]
    linear_combination a + b
  have h0 : statisticalDipole 0 ≠ 0 := fun hz => by norm_num [hz] at a
  have h1 : statisticalDipole 1 ≠ 0 := fun hz => by norm_num [hz] at b
  obtain ⟨hlt, hiff⟩ := exchange_branching hD hK hw h0 h1 h
  have hsum := intensity_sum hw h.1 hu hvu
  have hc : D * (2 / 3 - 1 / 3) = D / 3 := by ring
  rw [a] at hlt
  rw [a, b, hc] at hiff
  refine ⟨hlt, hiff, ?_⟩
  rw [← hiff]
  constructor <;> intro hI <;> linarith
```

`intensity_sum` proves the sum rule for a unit dipole vector. For positive \(D\) and \(K\), `statistical_edge_ratio` inserts the weights to give the bound \(2/3\) and both equivalences. Without orthogonality, \(u=v\) would give equal intensities at every \(K\); without normalisation, \(u=0\) would have zero intensity even at \(K=D/3\).

## The opening example, and the same step in code

```lean
/-- For `D = 3` and `K = 2` the vector `(2√2/3, -1/3)` is a lower eigenvector, and its edge
has intensity `1/3`. -/
theorem statistical_edge_witness :
    IsLowerEigenvector (coreHamiltonian 3 2 statisticalDipole) ![2 * √2 / 3, -1 / 3] ∧
      edgeIntensity statisticalDipole ![2 * √2 / 3, -1 / 3] = 1 / 3 := by
  have q : √2 ^ 2 = (2 : ℝ) := Real.sq_sqrt (by norm_num)
  have b : statisticalDipole 1 ^ 2 = 1 / 3 := Real.sq_sqrt (by norm_num)
  have a : statisticalDipole 0 ^ 2 = 2 / 3 := Real.sq_sqrt (by norm_num)
  have r : statisticalDipole 0 = √2 * statisticalDipole 1 := by
    change √(2 / 3) = √2 * √(1 / 3)
    rw [← Real.sqrt_mul (by norm_num)]
    congr 1
    norm_num
  have s : statisticalDipole ⬝ᵥ ![2 * √2 / 3, -1 / 3] = statisticalDipole 1 := by
    simp only [dot_two, Matrix.cons_val_zero, Matrix.cons_val_one]
    linear_combination (2 * √2 / 3) * r + (2 / 3) * statisticalDipole 1 * q
  refine ⟨⟨?_, 1, ?_, ?_⟩, ?_⟩
  · simp only [dot_two, Matrix.cons_val_zero, Matrix.cons_val_one]
    linear_combination (4 / 9) * q
  · rw [eigen_iff, s]
    simp only [Matrix.cons_val_zero, Matrix.cons_val_one]
    constructor
    · linear_combination 2 * statisticalDipole 1 * r + 2 * √2 * b
    · linear_combination 2 * b
  · intro E u hu hE
    obtain ⟨e0, e1⟩ := (eigen_iff _ _ _ _ _).1 hE
    rw [dot_two] at e0 e1
    by_contra hlt
    have hne : (E - 1) * (E - 4) ≠ 0 := by
      apply mul_ne_zero <;> intro hz <;> apply hlt <;> linarith
    -- every eigenvalue is a root of the characteristic polynomial
    have z0 : (E - 1) * (E - 4) * u 0 = 0 := by
      linear_combination (3 + 2 * statisticalDipole 1 ^ 2 - E) * e0
        - 2 * statisticalDipole 0 * statisticalDipole 1 * e1
        + 2 * E * u 0 * (a + b) - 6 * u 0 * a
    have z1 : (E - 1) * (E - 4) * u 1 = 0 := by
      linear_combination (2 * statisticalDipole 0 ^ 2 - E) * e1
        - 2 * statisticalDipole 0 * statisticalDipole 1 * e0
        + 2 * E * u 1 * (a + b) - 6 * u 1 * a
    apply hu
    ext i
    fin_cases i
    · exact (mul_eq_zero.1 z0).resolve_left hne
    · exact (mul_eq_zero.1 z1).resolve_left hne
  · rw [edgeIntensity, s, b]

end

end CoreLevelBranching
```

The proof takes \(E=1\) for the given vector. For any other eigenpair it derives \((E-1)(E-4)u=0\), so no eigenvalue lies below \(1\).

In a numerical calculation the step is `E, V = np.linalg.eigh(H)` followed by `(w @ V[:, 0])**2`, since `eigh` sorts the eigenvalues in ascending order. Core-excitation codes that diagonalise a Hamiltonian in a space of core-excited configurations form intensities from the same kind of overlap. Within this two-state, single-channel model, the formula gives such a routine an exact test value, and it shows that an edge ratio away from 2:1 can arise from exchange mixing with the dipole weights unchanged.

```lean
#print axioms CoreLevelBranching.intensity_formula
#print axioms CoreLevelBranching.statistical_edge_ratio
```

```
'CoreLevelBranching.intensity_formula' depends on axioms: [propext, Classical.choice, Quot.sound]
'CoreLevelBranching.statistical_edge_ratio' depends on axioms: [propext, Classical.choice, Quot.sound]
```
